# In a two-site p-shell model of zinc blende at Γ, the split-off gap lies between 3/2 of the smaller and 3/2 of the larger spin–orbit constant

In many zinc-blende semiconductors, GaAs among them, the states at the top of the valence band at Γ are mainly p orbitals of the two atoms in the cell. Spin–orbit coupling splits these six states into a fourfold level and a twofold one, the split-off level. Each atom brings its own spin–orbit constant, and hybridisation mixes the two atoms. How large can the splitting be?

The model is a one-electron tight-binding Hamiltonian at Γ with one p shell per site. The sites $a$ and $c$ have energies $e_a,e_c$ and spin–orbit constants $z_a,z_c$. Each constant is the prefactor of $l\cdot s$, with $l$ and $s$ in units of $\hbar$, so an isolated p shell splits by $3/2$ of its constant. Tetrahedral symmetry lets each p orbital couple only to its partner on the other site, with one common strength $V$. All five parameters are real and may have any sign. The model leaves out d orbitals, spin–orbit coupling between sites and all other $k$ points.

```lean
import Mathlib

open Matrix
open scoped Kronecker

namespace SplitOffGap

noncomputable section
```

## The operator l·s on six spin-orbitals

The indices $0,1,2$ stand for $x,y,z$. The spin is $s_k=\sigma_k/2$ in units of $\hbar$, with the Pauli matrices

```lean
/-- The three Pauli matrices. -/
def pauli : Fin 3 → Matrix (Fin 2) (Fin 2) ℂ :=
  ![!![0, 1; 1, 0], !![0, -Complex.I; Complex.I, 0], !![1, 0; 0, -1]]
```

In the real basis $p_0,p_1,p_2$ the orbital angular momentum is $(l_k)_{ij}=-i\,\varepsilon_{kij}$, where the prefactor $i$ is the imaginary unit and $\varepsilon_{012}=1$.

```lean
/-- The orbital angular momentum matrices of a p shell in the basis p_x, p_y, p_z,
in units of ħ. -/
def orbital : Fin 3 → Matrix (Fin 3) (Fin 3) ℂ :=
  ![!![0, 0, 0; 0, 0, -Complex.I; 0, Complex.I, 0],
    !![0, 0, Complex.I; 0, 0, 0; -Complex.I, 0, 0],
    !![0, -Complex.I, 0; Complex.I, 0, 0; 0, 0, 0]]
```

The coupling operator is $A=\sum_k l_k\otimes\sigma_k/2$. Its index type `Fin 3 × Fin 2` lists the orbital first and the spin second.

```lean
/-- The operator l·s on the six spin-orbitals of a p shell, with s = σ/2. -/
def spinOrbit : Matrix (Fin 3 × Fin 2) (Fin 3 × Fin 2) ℂ :=
  ∑ k, orbital k ⊗ₖ ((1 / 2 : ℂ) • pauli k)
```

Regard $A$ as a $3\times3$ array of spin matrices $A_{ij}$. Since $\sigma_i\sigma_j=i\sum_k\varepsilon_{ijk}\sigma_k$ for $i\ne j$,

$$A_{ii}=0,\qquad A_{ij}=-\tfrac12\,\sigma_i\sigma_j\quad(i\neq j).$$

This suggests trial states $\psi=\sum_j c_j\,p_j\otimes\sigma_j\chi$ with numbers $c_j$ and a spinor $\chi$. Because $\sigma_j^2=1$, the $i$-th component of $A\psi$ is

$$-\tfrac12\sum_{j\ne i}c_j\,\sigma_i\chi=\tfrac12\Big(c_i-\sum_j c_j\Big)\sigma_i\chi .$$

If $\sum_j c_j=0$, the eigenvalue is $1/2$; if $c=(1,1,1)$, it is $-1$. These are the values of $l\cdot s$ for $j=3/2$ and $j=1/2$. The matrix $S$, called `jBasis`, has the columns $c=(1,0,-1)$, $(0,1,-1)$ and $(1,1,1)$, each with two choices of $\chi$.

```lean
/-- A change of basis in the p shell, built from Pauli matrices. -/
def jBasis : Matrix (Fin 3 × Fin 2) (Fin 3 × Fin 2) ℂ :=
  fun p r => (!![1, 0, 1; 0, 1, 1; -1, -1, 1] : Matrix (Fin 3) (Fin 3) ℂ) p.1 r.1
    * pauli p.1 p.2 r.2
```

These columns are not normalised: for a unit spinor their norms are $\sqrt2,\sqrt2,\sqrt3$. The first two kinds are not orthogonal either; after normalisation their overlap for equal $\chi$ is $1/2$. An orthonormal choice would be $(1,0,-1)/\sqrt2$, $(-1,2,-1)/\sqrt6$ and $(1,1,1)/\sqrt3$. A determinant needs only an invertible $S$, and the inverse comes from inverting the $3\times3$ array of coefficients.

```lean
/-- The matrix of the reverse change of basis. -/
def jBasisInv : Matrix (Fin 3 × Fin 2) (Fin 3 × Fin 2) ℂ :=
  fun r p => (!![2/3, -1/3, -1/3; -1/3, 2/3, -1/3; 1/3, 1/3, 1/3] :
    Matrix (Fin 3) (Fin 3) ℂ) r.1 p.1 * pauli p.1 r.2 p.2
```

The eigenvalues, in the order of the columns, are

```lean
/-- The list of values 1/2 (four times) and -1 (twice). -/
def jValue : Fin 3 × Fin 2 → ℂ := fun p => ![1 / 2, 1 / 2, -1] p.1
```

In $SS^{-1}$ the coefficient arrays multiply to $\delta_{ij}$, and the remaining spin factor is $\sigma_i^2=1$. Lean checks all 36 entries: `fin_cases` lists them, and `Complex.I_sq` supplies $i^2=-1$.

```lean
/-- The two changes of basis are inverse to each other. -/
theorem jBasis_mul_inv : jBasis * jBasisInv = 1 := by
  ext ⟨i, s⟩ ⟨j, t⟩
  fin_cases i <;> fin_cases s <;> fin_cases j <;> fin_cases t <;>
    simp [jBasis, jBasisInv, pauli, Matrix.mul_apply, Fintype.sum_prod_type,
      Fin.sum_univ_three, Fin.sum_univ_two] <;>
    ring_nf <;> simp only [Complex.I_sq] <;> norm_num
```

The same enumeration confirms the eigenvalue calculation in the form $AS=SD$, with $D$ the diagonal matrix of `jValue`.

```lean
/-- The columns of the new basis are eigenvectors of l·s, four with eigenvalue 1/2
and two with eigenvalue -1. -/
theorem spinOrbit_mul_jBasis : spinOrbit * jBasis = jBasis * diagonal jValue := by
  ext ⟨i, s⟩ ⟨j, t⟩
  rw [Matrix.mul_diagonal]
  fin_cases i <;> fin_cases s <;> fin_cases j <;> fin_cases t <;>
    simp [spinOrbit, orbital, jBasis, jValue, pauli, Matrix.mul_apply,
      Fintype.sum_prod_type, Fin.sum_univ_three, Fin.sum_univ_two] <;>
    ring_nf <;> simp only [Complex.I_sq] <;> norm_num
```

## Separating the channels of coupled shells

Let $M$ and $N$ be any complex $n\times n$ matrices acting on the site index. They need not commute or be Hermitian. Conjugation by $1\otimes S$ gives

$$(1\otimes S)^{-1}(M\otimes1+N\otimes A)(1\otimes S)=M\otimes1+N\otimes D .$$

The right-hand side has one block $M+tN$ for each eigenvalue $t$ of $A$, so

$$\det(M\otimes1+N\otimes A)=\det(M+\tfrac12N)^4\,\det(M-N)^2 .$$

In the proof, `hS` and `hne` make $1\otimes S$ invertible, `hb` identifies the block-diagonal matrix, and `h` is the conjugation written without an inverse. Taking determinants and cancelling $\det(1\otimes S)$ leaves the product over blocks.

```lean
/-- For any number of coupled p shells, a determinant of the form M ⊗ 1 + N ⊗ l·s
splits into four equal factors with l·s = 1/2 and two equal factors with l·s = -1. -/
theorem det_coupled_shells {n : Type*} [Fintype n] [DecidableEq n] (M N : Matrix n n ℂ) :
    (M ⊗ₖ (1 : Matrix (Fin 3 × Fin 2) (Fin 3 × Fin 2) ℂ) + N ⊗ₖ spinOrbit).det
      = (M + (1 / 2 : ℂ) • N).det ^ 4 * (M - N).det ^ 2 := by
  have hS : ((1 : Matrix n n ℂ) ⊗ₖ jBasis) * ((1 : Matrix n n ℂ) ⊗ₖ jBasisInv) = 1 := by
    rw [← Matrix.mul_kronecker_mul, jBasis_mul_inv, Matrix.one_mul, Matrix.one_kronecker_one]
  have hne : ((1 : Matrix n n ℂ) ⊗ₖ jBasis).det ≠ 0 := by
    intro h0
    have h1 := congrArg Matrix.det hS
    rw [Matrix.det_mul, h0, zero_mul, Matrix.det_one] at h1
    exact zero_ne_one h1
  -- in the new basis the matrix is block diagonal, one block per spin-orbital
  have hb : blockDiagonal (fun p => M + jValue p • N)
      = M ⊗ₖ (1 : Matrix (Fin 3 × Fin 2) (Fin 3 × Fin 2) ℂ) + N ⊗ₖ diagonal jValue := by
    ext ⟨i, p⟩ ⟨j, r⟩
    by_cases h : p = r
    · simp [Matrix.blockDiagonal_apply, Matrix.kroneckerMap_apply, h, mul_comm]
    · simp [Matrix.blockDiagonal_apply, Matrix.kroneckerMap_apply, h]
  have h : (M ⊗ₖ (1 : Matrix (Fin 3 × Fin 2) (Fin 3 × Fin 2) ℂ) + N ⊗ₖ spinOrbit)
      * ((1 : Matrix n n ℂ) ⊗ₖ jBasis)
      = ((1 : Matrix n n ℂ) ⊗ₖ jBasis) * blockDiagonal (fun p => M + jValue p • N) := by
    rw [hb]
    simp only [Matrix.add_mul, Matrix.mul_add, ← Matrix.mul_kronecker_mul,
      Matrix.one_mul, Matrix.mul_one, spinOrbit_mul_jBasis]
  have hd := congrArg Matrix.det h
  rw [Matrix.det_mul, Matrix.det_mul, Matrix.det_blockDiagonal] at hd
  rw [mul_left_cancel₀ hne ((mul_comm _ _).trans hd)]
  have h0 : ∀ s, jValue (0, s) = 1 / 2 := fun _ => rfl
  have h1 : ∀ s, jValue (1, s) = 1 / 2 := fun _ => rfl
  have h2 : ∀ s, jValue (2, s) = -1 := fun _ => rfl
  have hN : M + (-1 : ℂ) • N = M - N := by module
  simp only [Fintype.prod_prod_type, Fin.prod_univ_three, Fin.prod_univ_two, h0, h1, h2, hN]
  ring
```

## The characteristic polynomial at Γ

The Hamiltonian puts the site index in front:

$$H=\begin{pmatrix}e_a&V\\V&e_c\end{pmatrix}\otimes1+\begin{pmatrix}z_a&0\\0&z_c\end{pmatrix}\otimes A .$$

```lean
/-- The 12×12 Hamiltonian at Gamma: p shells on two sites with energies ea, ec and
spin-orbit constants za, zc, hybridised by V. -/
def gammaHamiltonian (ea ec za zc V : ℝ) :
    Matrix (Fin 2 × (Fin 3 × Fin 2)) (Fin 2 × (Fin 3 × Fin 2)) ℂ :=
  !![(ea : ℂ), (V : ℂ); (V : ℂ), (ec : ℂ)] ⊗ₖ (1 : Matrix (Fin 3 × Fin 2) (Fin 3 × Fin 2) ℂ)
    + !![(za : ℂ), 0; 0, (zc : ℂ)] ⊗ₖ spinOrbit
```

Replacing $A$ by a number $t$ leaves a two-level problem with the secular function

$$q(t)=(E-e_a-tz_a)(E-e_c-tz_c)-V^2 .$$

```lean
/-- The two-level secular function q(t) at energy E, with l·s replaced by the number t. -/
def secular (ea ec za zc V t : ℝ) (E : ℂ) : ℂ :=
  (E - ea - t * za) * (E - ec - t * zc) - V ^ 2
```

The matrix $E-H$ has the form $M\otimes1+N\otimes A$ with

$$M=\begin{pmatrix}E-e_a&-V\\-V&E-e_c\end{pmatrix},\qquad N=\begin{pmatrix}-z_a&0\\0&-z_c\end{pmatrix},$$

and $\det(M+tN)=q(t)$. Hence $\det(E-H)=q(1/2)^4q(-1)^2$ for every complex $E$. The step `key` rewrites $E-H$ in this form; the preceding theorem and two $2\times2$ determinants do the rest.

```lean
/-- The characteristic polynomial of the Gamma Hamiltonian, at any complex energy E,
is q(1/2)^4 q(-1)^2. -/
theorem det_gammaHamiltonian (ea ec za zc V : ℝ) (E : ℂ) :
    (E • (1 : Matrix (Fin 2 × (Fin 3 × Fin 2)) (Fin 2 × (Fin 3 × Fin 2)) ℂ)
      - gammaHamiltonian ea ec za zc V).det
      = secular ea ec za zc V (1 / 2) E ^ 4 * secular ea ec za zc V (-1) E ^ 2 := by
  have h1 : (1 : Matrix (Fin 2 × (Fin 3 × Fin 2)) (Fin 2 × (Fin 3 × Fin 2)) ℂ)
      = (1 : Matrix (Fin 2) (Fin 2) ℂ) ⊗ₖ (1 : Matrix (Fin 3 × Fin 2) (Fin 3 × Fin 2) ℂ) :=
    Matrix.one_kronecker_one.symm
  -- E - H again has the form M ⊗ 1 + N ⊗ l·s
  have key : E • (1 : Matrix (Fin 2 × (Fin 3 × Fin 2)) (Fin 2 × (Fin 3 × Fin 2)) ℂ)
      - gammaHamiltonian ea ec za zc V
      = !![E - ea, -(V : ℂ); -(V : ℂ), E - ec]
          ⊗ₖ (1 : Matrix (Fin 3 × Fin 2) (Fin 3 × Fin 2) ℂ)
        + !![-(za : ℂ), 0; 0, -(zc : ℂ)] ⊗ₖ spinOrbit := by
    rw [h1, gammaHamiltonian]
    ext ⟨i, p⟩ ⟨j, r⟩
    simp only [Matrix.sub_apply, Matrix.add_apply, Matrix.smul_apply,
      Matrix.kroneckerMap_apply, smul_eq_mul]
    fin_cases i <;> fin_cases j <;> simp <;> ring
  rw [key, det_coupled_shells]
  congr 2
  · simp [Matrix.det_fin_two, secular]
    ring
  · simp [Matrix.det_fin_two, secular]
    ring
```

## The two roots in each channel

In this section and the next, the letters $a$ and $c$ standing alone denote the energies of the two sites. Set $R=\sqrt{(a-c)^2+4V^2}$. The lower level is $L=(a+c-R)/2$,

```lean
/-- The lower level of two states with energies a and c coupled by V. -/
def lowerLevel (a c V : ℝ) : ℝ := (a + c - √((a - c) ^ 2 + 4 * V ^ 2)) / 2
```

and the upper level is $U=(a+c+R)/2$.

```lean
/-- The upper level of two states with energies a and c coupled by V. -/
def upperLevel (a c V : ℝ) : ℝ := (a + c + √((a - c) ^ 2 + 4 * V ^ 2)) / 2
```

Their sum is $a+c$ and their product is $\tfrac14[(a+c)^2-R^2]=ac-V^2$. Therefore $(E-a)(E-c)-V^2=(E-L)(E-U)$, and $L\le U$ because $R\ge0$. With $a=e_a+tz_a$ and $c=e_c+tz_c$ this factors $q(t)$. In Lean, `linear_combination` uses the square of the root, just as the product does here.

```lean
/-- The roots of q(t) are the lower and the upper level of the two sites with energies
ea + t za and ec + t zc, and they are ordered as named. -/
theorem secular_factor (ea ec za zc V t : ℝ) :
    (∀ E : ℂ, secular ea ec za zc V t E
      = (E - lowerLevel (ea + t * za) (ec + t * zc) V)
        * (E - upperLevel (ea + t * za) (ec + t * zc) V)) ∧
    lowerLevel (ea + t * za) (ec + t * zc) V ≤ upperLevel (ea + t * za) (ec + t * zc) V := by
  constructor
  · intro E
    have hs := Real.sq_sqrt
      (show 0 ≤ ((ea + t * za) - (ec + t * zc)) ^ 2 + 4 * V ^ 2 by positivity)
    unfold secular lowerLevel upperLevel
    generalize √(((ea + t * za) - (ec + t * zc)) ^ 2 + 4 * V ^ 2) = s at hs ⊢
    have hc := congrArg (fun x : ℝ => (x : ℂ)) hs
    push_cast at hc ⊢
    linear_combination (1 / 4 : ℂ) * hc
  · have h := Real.sqrt_nonneg (((ea + t * za) - (ec + t * zc)) ^ 2 + 4 * V ^ 2)
    unfold lowerLevel upperLevel
    linarith
```

## How the lower level follows the site energies

A common shift $d$ leaves $a-c$, and hence $R$, unchanged, so $L$ moves by $d$.

```lean
/-- A common shift d of both site energies shifts the lower level by d. -/
theorem lowerLevel_shift (a c V d : ℝ) :
    lowerLevel (a + d) (c + d) V = lowerLevel a c V + d := by
  unfold lowerLevel
  rw [show a + d - (c + d) = a - c by ring]
  ring
```

Now raise the sites separately, to $a'=a+\alpha$ and $c'=c+\gamma$ with $\alpha,\gamma\ge0$, and let $R'$ be the new root. Then

$$(R+\alpha+\gamma)^2-R'^2=2\alpha\,[R-(a-c)]+2\gamma\,[R+(a-c)]+4\alpha\gamma\ \ge 0,$$

because $|a-c|\le R$. So $R'\le R+\alpha+\gamma$, and the lower level changes by $\tfrac12(\alpha+\gamma-R'+R)\ge0$. The three products on the right are the ones handed to `nlinarith`.

```lean
/-- Raising either site energy at fixed coupling never lowers the lower level. -/
theorem lowerLevel_mono {a a' c c' : ℝ} (V : ℝ) (ha : a ≤ a') (hc : c ≤ c') :
    lowerLevel a c V ≤ lowerLevel a' c' V := by
  have hs := Real.sq_sqrt (show 0 ≤ (a - c) ^ 2 + 4 * V ^ 2 by positivity)
  have h0 := Real.sqrt_nonneg ((a - c) ^ 2 + 4 * V ^ 2)
  have habs : |a - c| ≤ √((a - c) ^ 2 + 4 * V ^ 2) :=
    Real.abs_le_sqrt (by nlinarith [sq_nonneg V])
  unfold lowerLevel
  generalize √((a - c) ^ 2 + 4 * V ^ 2) = s at hs h0 habs ⊢
  obtain ⟨hl, hr⟩ := abs_le.mp habs
  -- the square root grows at most by the sum of the two energy increases
  have hroot : √((a' - c') ^ 2 + 4 * V ^ 2) ≤ s + (a' - a) + (c' - c) := by
    apply Real.sqrt_le_iff.mpr
    constructor
    · linarith
    · nlinarith [mul_nonneg (sub_nonneg.mpr ha) (sub_nonneg.mpr hr),
        mul_nonneg (sub_nonneg.mpr hc) (show 0 ≤ s + (a - c) by linarith),
        mul_nonneg (sub_nonneg.mpr ha) (sub_nonneg.mpr hc)]
  linarith
```

## Bounds on the splitting

In each channel the lower root is taken as the valence level. These six states are the lowest six of the model as long as neither lower root lies above the upper root of the other channel. The split-off gap $\Delta$ is the lower root of $q(1/2)$ minus the lower root of $q(-1)$. It carries a sign, and negative constants can make it negative.

```lean
/-- The split-off gap: the lower root of q(1/2) minus the lower root of q(-1). -/
def splitOffGap (ea ec za zc V : ℝ) : ℝ :=
  lowerLevel (ea + 1 / 2 * za) (ec + 1 / 2 * zc) V
    - lowerLevel (ea + (-1) * za) (ec + (-1) * zc) V
```

From $t=-1$ to $t=1/2$ the site energies rise by $\tfrac32z_a$ and $\tfrac32z_c$. Both rises are at least $\tfrac32\min(z_a,z_c)$ and at most $\tfrac32\max(z_a,z_c)$. Comparison with rigid shifts by these two amounts gives

$$\tfrac32\min(z_a,z_c)\le\Delta\le\tfrac32\max(z_a,z_c).$$

The shifts are `h1` and `h2`, and the comparisons are `h3` and `h4`.

```lean
/-- The split-off gap lies between 3/2 of the smaller and 3/2 of the larger of the two
spin-orbit constants. -/
theorem splitOffGap_bounds (ea ec za zc V : ℝ) :
    3 / 2 * min za zc ≤ splitOffGap ea ec za zc V ∧
      splitOffGap ea ec za zc V ≤ 3 / 2 * max za zc := by
  -- compare with a rigid shift of both sites by the smaller or the larger constant
  have h1 := lowerLevel_shift (ea + (-1) * za) (ec + (-1) * zc) V (3 / 2 * min za zc)
  have h2 := lowerLevel_shift (ea + (-1) * za) (ec + (-1) * zc) V (3 / 2 * max za zc)
  have h3 : lowerLevel (ea + (-1) * za + 3 / 2 * min za zc)
      (ec + (-1) * zc + 3 / 2 * min za zc) V
      ≤ lowerLevel (ea + 1 / 2 * za) (ec + 1 / 2 * zc) V :=
    lowerLevel_mono V (by linarith [min_le_left za zc]) (by linarith [min_le_right za zc])
  have h4 : lowerLevel (ea + 1 / 2 * za) (ec + 1 / 2 * zc) V
      ≤ lowerLevel (ea + (-1) * za + 3 / 2 * max za zc)
        (ec + (-1) * zc + 3 / 2 * max za zc) V :=
    lowerLevel_mono V (by linarith [le_max_left za zc]) (by linarith [le_max_right za zc])
  unfold splitOffGap
  constructor <;> linarith
```

For example, take $e_a=0$, $e_c=3$, $z_a=8$, $z_c=2$ and $V=6$ in arbitrary energy units. At $t=1/2$ both sites lie at $4$, so the lower root is $4-6=-2$. At $t=-1$ they lie at $-8$ and $1$, so $R=\sqrt{81+144}=15$ and the lower root is $(-7-15)/2=-11$. The gap is $9$, between the bounds $3$ and $12$.

If both constants equal $z$, the bounds coincide and $\Delta=\tfrac32z$, whatever the site energies and the hybridisation.

```lean
/-- For equal spin-orbit constants z on both sites the split-off gap is exactly 3z/2. -/
theorem splitOffGap_equal (ea ec z V : ℝ) : splitOffGap ea ec z z V = 3 / 2 * z := by
  have h := splitOffGap_bounds ea ec z z V
  rw [min_self, max_self] at h
  exact le_antisymm h.2 h.1
```

The bounds are attained. At $V=0$ the lower level is the lower site energy. If site $a$ lies no higher than site $c$ in both channels, then

$$\Delta=(e_a+\tfrac12z_a)-(e_a-z_a)=\tfrac32z_a,$$

which is the lower bound when $z_a\le z_c$ and the upper bound when $z_a\ge z_c$.

The ordering in one channel alone is not enough. With $V=e_a=e_c=z_a=0$ and $z_c=2$, site $a$ is the lower one at $t=1/2$ (energies $0$ and $1$) but not at $t=-1$ (energies $0$ and $-2$). The gap is then $0-(-2)=2$, whereas $\tfrac32z_a=0$.

```lean
/-- Without hybridisation, if the first site lies no higher than the second for both
l·s = 1/2 and l·s = -1, the split-off gap is 3/2 of the first site's constant. -/
theorem splitOffGap_uncoupled (ea ec za zc : ℝ)
    (h₁ : ea + 1 / 2 * za ≤ ec + 1 / 2 * zc) (h₂ : ea + (-1) * za ≤ ec + (-1) * zc) :
    splitOffGap ea ec za zc 0 = 3 / 2 * za := by
  have hlow : ∀ a c : ℝ, a ≤ c → lowerLevel a c 0 = a := by
    intro a c hac
    unfold lowerLevel
    rw [show (a - c) ^ 2 + 4 * (0 : ℝ) ^ 2 = (c - a) ^ 2 by ring,
      Real.sqrt_sq (sub_nonneg.mpr hac)]
    ring
  rw [splitOffGap, hlow _ _ h₁, hlow _ _ h₂]
  ring

end

end SplitOffGap
```

When parameters are fitted for a tight-binding model with one p shell per site and this Γ Hamiltonian, the bounds give a quick test: a target splitting outside the interval from $\tfrac32\min(z_a,z_c)$ to $\tfrac32\max(z_a,z_c)$ cannot be reached by adjusting $e_a$, $e_c$ or $V$.

```lean
#print axioms SplitOffGap.det_gammaHamiltonian
-- 'SplitOffGap.det_gammaHamiltonian' depends on axioms: [propext, Classical.choice, Quot.sound]
#print axioms SplitOffGap.splitOffGap_bounds
-- 'SplitOffGap.splitOffGap_bounds' depends on axioms: [propext, Classical.choice, Quot.sound]
#print axioms SplitOffGap.splitOffGap_equal
-- 'SplitOffGap.splitOffGap_equal' depends on axioms: [propext, Classical.choice, Quot.sound]
#print axioms SplitOffGap.splitOffGap_uncoupled
-- 'SplitOffGap.splitOffGap_uncoupled' depends on axioms: [propext, Classical.choice, Quot.sound]
```
